# Local minima under the penalty (c/2) f(1 − f), c > 0, hold the whole charge on one site

## Metastable relative to what?

Whether a charge distribution is metastable depends on the distributions with which it is compared. Here one unit of charge is shared among finitely many sites, no site charge is negative, and metastable means a local minimum of the energy among exactly these distributions. Without the constraints there would be no minimum to find, because the energy below curves downwards in every site charge.

Let f_k be the charge on site k and e_k its site energy. The energy is

E(f) = Σ_k (e_k f_k + (c/2) f_k (1 − f_k)), with c > 0.

The second term vanishes at charges 0 and 1 and is positive in between. The constant c is postulated. It stands for the concave curvature in fractional charge that an approximate density functional with localization error shows.

## Which sites can trap the charge

The result has two parts:

- Every local minimum has the whole charge on one site.
- The whole charge on site i is a local minimum exactly when e_i − e_j < c for every j ≠ i.

A site above the lowest one can therefore hold the charge, as long as it lies less than c above it. For a functional that behaves like this model, with fixed site energies and no coupling between sites, a minimization by small downhill steps can end on such a site, so the starting distribution matters.

In Lean the sites form a finite type `ι`, the allowed distributions are `stdSimplex ℝ ι`, and E is `energy c e`. The unit charge on site i is `Pi.single i 1`. The predicate `IsLocalMinOn (energy c e) (stdSimplex ℝ ι) f` says that E(f) ≤ E(g) for all allowed g in some neighbourhood of f. Nearby means that every site charge changes little, so a small amount may move between any two sites, however far apart they are in space. The inequality is not strict.

The theorem `localMin_iff` joins both parts for an f in the simplex. This membership is a separate hypothesis because a point outside the simplex has no allowed neighbours close by and would pass the test vacuously. The condition c > 0 can't be relaxed to c ≥ 0: with c = 0 and two sites of equal energy, every distribution is a minimum. For a single site the simplex is one point and the condition on the other sites is empty.

The model leaves out hopping, Coulomb interaction between sites and any response of the site energies to the charge. It says nothing about lifetimes.

## Moving charge between two sites

Move the charge t from site i to a different site j. The energy of site j changes by

e_j t + (c/2)(t − 2 f_j t − t²),

and that of site i by

−e_i t + (c/2)(−t + 2 f_i t − t²).

Together,

ΔE(t) = t (e_j − e_i + c (f_i − f_j)) − c t².

Suppose both sites are charged. For 0 < t ≤ min(f_i, f_j), the transfers t and −t are both allowed, and the linear terms cancel in the sum:

ΔE(t) + ΔE(−t) = −2c t² < 0.

At least one of the two transfers lowers the energy, however small t is, so f is not a local minimum. A local minimum thus has only one charged site, and that site holds the total charge 1.

## The threshold at a fully charged site

Now put the whole charge on site i, where the energy is e_i. A transfer to j gives

ΔE(t) = t (c − (e_i − e_j)) − c t².

If e_i − e_j ≥ c, the first term is at most zero for t > 0, and the energy falls for every 0 < t ≤ 1. This includes equality, where the quadratic term alone decides.

For the converse, the charged site must be compared with every nearby distribution g, including those that spread charge over several sites. For j ≠ i, the charge outside j is at least g_i, so

g_j (1 − g_j) ≥ g_j g_i.

On site i itself,

g_i (1 − g_i) = Σ_{j≠i} g_i g_j.

The penalty is therefore at least c g_i Σ_{j≠i} g_j. Since g_i = 1 − Σ_{j≠i} g_j, the site energies contribute

Σ_k e_k g_k = e_i + Σ_{j≠i} g_j (e_j − e_i).

Adding the two gives

E(g) ≥ e_i + Σ_{j≠i} g_j (e_j − e_i + c g_i).

If e_i − e_j < c for every j ≠ i, all the brackets are positive once g_i is close enough to 1. Then E(g) ≥ e_i, and the charged site is a local minimum.

## The barrier on the direct path

Let |e_j − e_i| < c and write a = c + e_j − e_i. Along the direct transfer from i to j, completing the square gives

E = e_i + a t − c t² = e_i + a²/(4c) − c (t − a/(2c))².

The maximum is at t = a/(2c), which lies strictly between 0 and 1, and its height above e_i is a²/(4c). For equal site energies this is c/4 at half transfer. A detour through a third site k can be lower: with e_i = e_j = 0 and e_k = −c/2, the same formula applied to each leg gives a peak of only c/16.

## The Lean file

```lean
import Mathlib

open Filter Topology

namespace MetastableChargeLocalization

noncomputable section

variable {ι : Type*} [Fintype ι] [DecidableEq ι]

/-- Energy of the charge distribution `f` with site energies `e` and a quadratic term of strength
`c`. For `c > 0` the quadratic term is concave and penalises charges between 0 and 1. -/
def energy (c : ℝ) (e f : ι → ℝ) : ℝ :=
  ∑ k, (e k * f k + c / 2 * (f k * (1 - f k)))

omit [Fintype ι] in
/-- The distribution obtained from `f` by moving the charge `t` from site `i` to site `j`. -/
def transfer (f : ι → ℝ) (i j : ι) (t : ℝ) : ι → ℝ :=
  fun k => f k + t * ((if k = j then 1 else 0) - (if k = i then 1 else 0))

/-- If `f` is in the simplex, a transfer between two different sites gives a distribution in the
simplex again, provided that neither site gives away more than it holds. -/
theorem transfer_mem {f : ι → ℝ} (hf : f ∈ stdSimplex ℝ ι) {i j : ι} (hij : i ≠ j) {t : ℝ}
    (hj : -f j ≤ t) (hi : t ≤ f i) : transfer f i j t ∈ stdSimplex ℝ ι := by
  have h1 : ∑ k, f k = 1 := hf.2
  refine ⟨fun k => ?_, ?_⟩
  · have hk := hf.1 k
    rcases eq_or_ne k j with rfl | hkj
    · simp only [transfer, ↓reduceIte, hij.symm]
      linarith
    · rcases eq_or_ne k i with rfl | hki
      · simp only [transfer, ↓reduceIte, hij]
        linarith
      · simp only [transfer, ↓reduceIte, hkj, hki]
        linarith
  · simp only [transfer, Finset.sum_add_distrib, ← Finset.mul_sum, Finset.sum_sub_distrib,
      Finset.sum_ite_eq', Finset.mem_univ, ↓reduceIte, h1]
    ring

/-- Energy after moving the charge `t` from site `i` to a different site `j`: the change consists of
a term linear in `t` and the quadratic term `-c t²`. -/
theorem energy_transfer (c : ℝ) (e f : ι → ℝ) {i j : ι} (hij : i ≠ j) (t : ℝ) :
    energy c e (transfer f i j t)
      = energy c e f + t * (e j - e i + c * (f i - f j)) - c * t ^ 2 := by
  -- only the terms of the two sites change
  have key : ∀ k, e k * transfer f i j t k
        + c / 2 * (transfer f i j t k * (1 - transfer f i j t k))
      = (e k * f k + c / 2 * (f k * (1 - f k)))
        + (if k = j then t * (e j + c / 2 - c * f j) - c / 2 * t ^ 2 else 0)
        + (if k = i then -t * (e i + c / 2 - c * f i) - c / 2 * t ^ 2 else 0) := by
    intro k
    rcases eq_or_ne k j with rfl | hkj
    · simp only [transfer, ↓reduceIte, hij.symm]
      ring
    · rcases eq_or_ne k i with rfl | hki
      · simp only [transfer, ↓reduceIte, hij]
        ring
      · simp only [transfer, ↓reduceIte, hkj, hki]
        ring
  unfold energy
  rw [Finset.sum_congr rfl fun k _ => key k]
  simp only [Finset.sum_add_distrib, Finset.sum_ite_eq', Finset.mem_univ, ↓reduceIte]
  ring

/-- With the whole charge on site `i`, the energy is the site energy `e i`. -/
theorem energy_single (c : ℝ) (e : ι → ℝ) (i : ι) : energy c e (Pi.single i 1) = e i := by
  unfold energy
  rw [Finset.sum_eq_single i]
  · simp
  · intro k _ hk
    simp [Pi.single_eq_of_ne hk]
  · simp

/-- At a local minimum, no sufficiently small admissible transfer lowers the energy. -/
theorem le_transfer_of_localMin {c : ℝ} {e f : ι → ℝ}
    (h : IsLocalMinOn (energy c e) (stdSimplex ℝ ι) f) (i j : ι) :
    ∃ δ > 0, ∀ t : ℝ, |t| < δ → transfer f i j t ∈ stdSimplex ℝ ι →
      energy c e f ≤ energy c e (transfer f i j t) := by
  have h' : ∀ᶠ g in 𝓝 f, g ∈ stdSimplex ℝ ι → energy c e f ≤ energy c e g :=
    eventually_nhdsWithin_iff.mp h
  have hcont : Continuous (transfer f i j) := by
    refine continuous_pi fun k => ?_
    simp only [transfer]
    fun_prop
  have h0 : transfer f i j 0 = f := by
    funext k
    simp [transfer]
  have ht : Tendsto (transfer f i j) (𝓝 0) (𝓝 f) := by
    have := hcont.tendsto 0
    rwa [h0] at this
  obtain ⟨δ, hδ, H⟩ := Metric.eventually_nhds_iff.mp (ht.eventually h')
  exact ⟨δ, hδ, fun t htδ => H (by simpa [Real.dist_eq] using htδ)⟩

/-- For `c > 0`, every local minimum among the charge distributions puts the whole charge on
one site. -/
theorem localized_of_localMin {c : ℝ} (hc : 0 < c) {e f : ι → ℝ} (hf : f ∈ stdSimplex ℝ ι)
    (h : IsLocalMinOn (energy c e) (stdSimplex ℝ ι) f) : ∃ i, f = Pi.single i 1 := by
  have h1 : ∑ k, f k = 1 := hf.2
  obtain ⟨i, hi⟩ : ∃ i, f i ≠ 0 := by
    by_contra hne
    push Not at hne
    simp [hne] at h1
  have hi0 : 0 < f i := lt_of_le_of_ne (hf.1 i) hi.symm
  -- a second charged site would allow transfers in both directions
  have hz : ∀ j, j ≠ i → f j = 0 := by
    intro j hji
    by_contra hj
    have hj0 : 0 < f j := lt_of_le_of_ne (hf.1 j) (Ne.symm hj)
    obtain ⟨δ, hδ, H⟩ := le_transfer_of_localMin h i j
    obtain ⟨t, ht0, htδ, hti, htj⟩ : ∃ t : ℝ, 0 < t ∧ t < δ ∧ t ≤ f i ∧ t ≤ f j :=
      ⟨min (δ / 2) (min (f i) (f j)), lt_min (by linarith) (lt_min hi0 hj0),
        (min_le_left _ _).trans_lt (by linarith),
        (min_le_right _ _).trans (min_le_left _ _),
        (min_le_right _ _).trans (min_le_right _ _)⟩
    have hp := H t (by rwa [abs_of_pos ht0])
      (transfer_mem hf hji.symm (by linarith) hti)
    have hm := H (-t) (by rwa [abs_neg, abs_of_pos ht0])
      (transfer_mem hf hji.symm (by linarith) (by linarith))
    rw [energy_transfer c e f hji.symm] at hp hm
    have hpos : 0 < c * t ^ 2 := by positivity
    nlinarith
  have hfi : f i = 1 := by
    rw [← h1]
    exact (Finset.sum_eq_single i (fun j _ hj => hz j hj) (by simp)).symm
  refine ⟨i, funext fun k => ?_⟩
  rcases eq_or_ne k i with rfl | hk
  · rw [hfi, Pi.single_eq_same]
  · rw [hz k hk, Pi.single_eq_of_ne hk]

/-- For `c ≥ 0`, a lower bound on the energy of any charge distribution `g`, in terms of the
charge that has left site `i`. -/
theorem energy_lower_bound {c : ℝ} (hc : 0 ≤ c) (e : ι → ℝ) {g : ι → ℝ}
    (hg : g ∈ stdSimplex ℝ ι) (i : ι) :
    e i + ∑ j ∈ Finset.univ.erase i, g j * (e j - e i + c * g i) ≤ energy c e g := by
  have h1 : ∑ k, g k = 1 := hg.2
  have hs := Finset.sum_erase_add Finset.univ g (Finset.mem_univ i)
  have hS : ∑ j ∈ Finset.univ.erase i, g j = 1 - g i := by linarith
  have hE : energy c e g
      = ∑ j ∈ Finset.univ.erase i, (e j * g j + c / 2 * (g j * (1 - g j)))
        + (e i * g i + c / 2 * (g i * (1 - g i))) :=
    (Finset.sum_erase_add Finset.univ
      (fun j => e j * g j + c / 2 * (g j * (1 - g j))) (Finset.mem_univ i)).symm
  have hterm : ∑ j ∈ Finset.univ.erase i, g j * (e j - e i + c * g i)
      ≤ ∑ j ∈ Finset.univ.erase i,
        ((e j * g j + c / 2 * (g j * (1 - g j))) + (c / 2 * g i - e i) * g j) := by
    refine Finset.sum_le_sum fun j hj => ?_
    have hle : g j ≤ ∑ k ∈ Finset.univ.erase i, g k :=
      Finset.single_le_sum (f := g) (fun k _ => hg.1 k) hj
    have hpos : 0 ≤ c / 2 * (g j * (1 - g j - g i)) :=
      mul_nonneg (by linarith) (mul_nonneg (hg.1 j) (by linarith))
    linarith
  rw [Finset.sum_add_distrib, ← Finset.mul_sum, hS] at hterm
  rw [hE]
  linarith

/-- For `c > 0`, the whole charge on site `i` is a local minimum exactly when `e i` exceeds no
other site energy by `c` or more. -/
theorem single_localMin_iff {c : ℝ} (hc : 0 < c) (e : ι → ℝ) (i : ι) :
    IsLocalMinOn (energy c e) (stdSimplex ℝ ι) (Pi.single i 1)
      ↔ ∀ j, j ≠ i → e i - e j < c := by
  constructor
  · intro h j hji
    by_contra hge
    have hmem : (Pi.single i 1 : ι → ℝ) ∈ stdSimplex ℝ ι :=
      ⟨fun k => by rw [Pi.single_apply]; split_ifs <;> norm_num, by simp⟩
    obtain ⟨δ, hδ, H⟩ := le_transfer_of_localMin h i j
    obtain ⟨t, ht0, htδ, ht1⟩ : ∃ t : ℝ, 0 < t ∧ t < δ ∧ t ≤ 1 :=
      ⟨min (δ / 2) 1, lt_min (by linarith) one_pos,
        (min_le_left _ _).trans_lt (by linarith), min_le_right _ _⟩
    have hp := H t (by rwa [abs_of_pos ht0]) (transfer_mem hmem hji.symm
      (by rw [Pi.single_eq_of_ne hji]; linarith) (by rw [Pi.single_eq_same]; exact ht1))
    rw [energy_transfer c e _ hji.symm, Pi.single_eq_same, Pi.single_eq_of_ne hji] at hp
    have hpos : 0 < c * t ^ 2 := by positivity
    have hneg : 0 ≤ t * (e i - e j - c) := mul_nonneg ht0.le (by linarith)
    nlinarith
  · intro h
    -- close to the vertex all brackets in the lower bound are positive
    have hev : ∀ᶠ g in 𝓝 (Pi.single i 1 : ι → ℝ), ∀ j, j ≠ i → e i - e j < c * g i := by
      rw [Filter.eventually_all]
      intro j
      by_cases hj : j = i
      · exact Filter.Eventually.of_forall fun g hne => absurd hj hne
      · have hopen : IsOpen {g : ι → ℝ | e i - e j < c * g i} :=
          isOpen_lt continuous_const (by fun_prop)
        have hm : (Pi.single i 1 : ι → ℝ) ∈ {g : ι → ℝ | e i - e j < c * g i} := by
          show e i - e j < c * (Pi.single i 1 : ι → ℝ) i
          rw [Pi.single_eq_same, mul_one]
          exact h j hj
        filter_upwards [hopen.mem_nhds hm] with g hg _ using hg
    show ∀ᶠ g in 𝓝[stdSimplex ℝ ι] (Pi.single i 1 : ι → ℝ),
      energy c e (Pi.single i 1) ≤ energy c e g
    rw [eventually_nhdsWithin_iff]
    filter_upwards [hev] with g hg hmem
    rw [energy_single]
    have hlow := energy_lower_bound hc.le e hmem i
    have hsum : 0 ≤ ∑ j ∈ Finset.univ.erase i, g j * (e j - e i + c * g i) :=
      Finset.sum_nonneg fun j hj => mul_nonneg (hmem.1 j)
        (by linarith [hg j (Finset.ne_of_mem_erase hj)])
    linarith

/-- For `c > 0`, a charge distribution is a local minimum exactly when the whole charge sits on
one site whose energy exceeds no other site energy by `c` or more. -/
theorem localMin_iff {c : ℝ} (hc : 0 < c) (e : ι → ℝ) {f : ι → ℝ}
    (hf : f ∈ stdSimplex ℝ ι) :
    IsLocalMinOn (energy c e) (stdSimplex ℝ ι) f
      ↔ ∃ i, f = Pi.single i 1 ∧ ∀ j, j ≠ i → e i - e j < c := by
  constructor
  · intro h
    obtain ⟨i, rfl⟩ := localized_of_localMin hc hf h
    exact ⟨i, rfl, (single_localMin_iff hc e i).mp h⟩
  · rintro ⟨i, rfl, h⟩
    exact (single_localMin_iff hc e i).mpr h

/-- If the energies of two different sites differ by less than `c`, the direct transfer of a unit
charge from `i` to `j` has its energy maximum at a fractional charge, at the height
`(c + e j - e i)² / (4 c)` above `e i`. -/
theorem transfer_barrier {c : ℝ} {e : ι → ℝ} {i j : ι} (hij : i ≠ j) (h : |e j - e i| < c) :
    (c + e j - e i) / (2 * c) ∈ Set.Ioo (0 : ℝ) 1 ∧
    energy c e (transfer (Pi.single i 1) i j ((c + e j - e i) / (2 * c)))
      = e i + (c + e j - e i) ^ 2 / (4 * c) ∧
    ∀ t, energy c e (transfer (Pi.single i 1) i j t)
      ≤ e i + (c + e j - e i) ^ 2 / (4 * c) := by
  have hc : 0 < c := (abs_nonneg _).trans_lt h
  obtain ⟨h1, h2⟩ := abs_lt.mp h
  have path : ∀ t, energy c e (transfer (Pi.single i 1) i j t)
      = e i + (t * (c + e j - e i) - c * t ^ 2) := by
    intro t
    rw [energy_transfer c e _ hij, energy_single, Pi.single_eq_same,
      Pi.single_eq_of_ne hij.symm]
    ring
  refine ⟨⟨div_pos (by linarith) (by linarith), ?_⟩, ?_, fun t => ?_⟩
  · rw [div_lt_one (by linarith)]
    linarith
  · have hs : (c + e j - e i) / (2 * c) * (2 * c) = c + e j - e i :=
      div_mul_cancel₀ _ (by positivity)
    rw [path]
    generalize (c + e j - e i) / (2 * c) = s at hs ⊢
    congr 1
    rw [eq_div_iff (by positivity)]
    linear_combination (-(s * (2 * c) - (c + e j - e i))) * hs
  · -- completing the square
    rw [path]
    have hb : t * (c + e j - e i) - c * t ^ 2 ≤ (c + e j - e i) ^ 2 / (4 * c) := by
      rw [le_div_iff₀ (by positivity)]
      nlinarith [sq_nonneg (2 * c * t - (c + e j - e i))]
    linarith

end

end MetastableChargeLocalization
```

```lean
#print axioms MetastableChargeLocalization.localMin_iff
#print axioms MetastableChargeLocalization.transfer_barrier
```

```
'MetastableChargeLocalization.localMin_iff' depends on axioms: [propext, Classical.choice, Quot.sound]
'MetastableChargeLocalization.transfer_barrier' depends on axioms: [propext, Classical.choice, Quot.sound]
```

## From the transfer formula to the equivalence

`transfer_mem` checks that a transfer stays in the simplex when neither site gives away more than it holds. `energy_transfer` is the formula for ΔE(t). Its auxiliary statement `key` writes each summand as the old one plus corrections that are nonzero only on sites i and j; summing these and calling `ring` gives the result. `energy_single` evaluates the energy of a fully charged site.

`le_transfer_of_localMin` turns the topological definition into a statement about numbers. Since `transfer f i j t` depends continuously on t and equals f at t = 0, the neighbourhood of f contains all transfers with |t| < δ for some δ > 0. Those that are allowed can't lower the energy.

`localized_of_localMin` picks a charged site i and assumes a second one, j. It chooses a positive t below δ and no larger than either charge, and obtains the inequalities `hp` and `hm` for t and −t. The final `nlinarith` combines them into the contradiction with c t² > 0.

`energy_lower_bound` is the estimate for E(g), with `Finset.univ.erase i` as the set of sites j ≠ i. The step `hle` says that g_j is at most the total charge outside i, which is the inequality 1 − g_j ≥ g_i used above.

In `single_localMin_iff`, the forward direction tests one small transfer to a site that violates the threshold. The backward direction uses `Filter.eventually_all` to find one neighbourhood that works for all of the finitely many sites, and then applies the lower bound. `localMin_iff` combines this with localization.

`transfer_barrier` obtains c > 0 from |e_j − e_i| < c. It proves that the stated t lies between 0 and 1, computes the energy there, and bounds the energy for every real t by the same value. The bound comes from the square supplied to `nlinarith`.
